# For jointly Gaussian observations with positive definite covariance matrix C, the leave-one-out variance of observation i is 1/(C⁻¹)ᵢᵢ

Two training energies, modelled as jointly Gaussian, have variances $a$ and $d$ and covariance $b$. Given the second, the first has variance $a-b^2/d$. The inverse of the $2\times2$ covariance matrix has first diagonal entry $d/(ad-b^2)$, exactly the reciprocal. My Gaussian process potential has thousands of training energies, and leaving out each one in turn seems to need a new matrix inversion every time. Does one inverse of the full matrix already contain all these variances, or is the agreement an accident of size two?

## The residual picks out a column of the inverse

It is no accident. For two energies, the residual $x_1-(b/d)x_2$ is uncorrelated with $x_2$, so the covariance matrix sends its coefficient vector $(1,-b/d)$ to $(a-b^2/d,\,0)$. The same happens at any size.

Let $C$ be the positive definite covariance matrix, $B$ its block without observation $i$, and $c$ the covariances of $i$ with the others. Write

$$w^*=B^{-1}c,\qquad s=C_{ii}-c^TB^{-1}c .$$

$B$ is invertible: extending a nonzero $u$ by zero at $i$ gives a nonzero $x$ with $u^TBu=x^TCx>0$. Hence $Bw^*=c$.

Let $v$ have entry $1$ at $i$ and $-w^*$ elsewhere. Then

$$(Cv)_i=C_{ii}-c^Tw^*=s,\qquad (Cv)_k=c_k-(Bw^*)_k=0\quad(k\ne i),$$

so $Cv=s\,e_i$, with $e_i$ the unit vector at $i$. Positivity gives $s=v^TCv>0$. Applying $C^{-1}$ and reading component $i$ gives $1=s\,(C^{-1})_{ii}$, so $(C^{-1})_{ii}>0$ and $s=1/(C^{-1})_{ii}$.

For centred observations, $s$ is also the smallest mean squared error of a linear prediction. For arbitrary weights $w$, put $\delta=w-w^*$ and let $\tilde\delta$ be $\delta$ extended by zero at $i$. The error is

$$E(w)=(v-\tilde\delta)^TC(v-\tilde\delta)=s-2s\,\tilde\delta_i+\delta^TB\delta=s+\delta^TB\delta ,$$

since $\tilde\delta_i=0$. The minimum is reached only at $w^*$. Taking $w=0$ gives $s\le C_{ii}$, with equality exactly when $w^*=0$, that is, when $c=0$.

## Covariances as Lean matrices

The observations are labelled by a finite type `n`, and `{j // j ≠ i}` labels all except `i`. The objects $B$, $c$, $w^*$, $s$ and $E(w)$ are `others C i`, `cross C i`, `weights C i`, `looVariance C i` and `predictionError C i w`. `combine i a u` builds a full vector from its entry at `i` and the rest. The hypothesis `C.PosDef` includes symmetry; invertibility of $B$ is derived from it.

The main theorem, `looVariance_eq_one_div`, says that `C⁻¹ i i` is positive and that `looVariance C i` is its reciprocal. Size one is allowed: $B$ and $c$ are then empty, and the variance is $C_{ii}$ itself.

These are statements about matrices, without random variables. Reading $s$ as a conditional variance takes the observations to be jointly Gaussian with covariance $C$.

```lean
import Mathlib

open Matrix

namespace LeaveOneOutVariance

noncomputable section

variable {n : Type*} [Fintype n] [DecidableEq n]

/-- The covariance block `B` of all observations other than `i`. -/
def others (C : Matrix n n ℝ) (i : n) : Matrix {j // j ≠ i} {j // j ≠ i} ℝ :=
  fun j k => C j k

/-- The cross-covariances `c` between observation `i` and all the others. -/
def cross (C : Matrix n n ℝ) (i : n) : {j // j ≠ i} → ℝ :=
  fun j => C i j

/-- The weights `B⁻¹ c` that predict observation `i` from the others, for invertible `B`. -/
def weights (C : Matrix n n ℝ) (i : n) : {j // j ≠ i} → ℝ :=
  (others C i)⁻¹ *ᵥ cross C i

/-- The conditional variance `C_ii - cᵀ B⁻¹ c` of observation `i` given all the others,
for jointly Gaussian observations with invertible `B`. -/
def looVariance (C : Matrix n n ℝ) (i : n) : ℝ :=
  C i i - cross C i ⬝ᵥ (others C i)⁻¹ *ᵥ cross C i

/-- The vector with entry `a` at observation `i` and entries `u` at the others. -/
def combine (i : n) (a : ℝ) (u : {j // j ≠ i} → ℝ) : n → ℝ :=
  fun j => if h : j = i then a else u ⟨j, h⟩

/-- The mean squared error of predicting `x_i` by `∑ w_j x_j` over the other observations:
the variance of `x_i - ∑ w_j x_j` for centred observations with covariance `C`. -/
def predictionError (C : Matrix n n ℝ) (i : n) (w : {j // j ≠ i} → ℝ) : ℝ :=
  combine i 1 (-w) ⬝ᵥ C *ᵥ combine i 1 (-w)

/-- A scalar product over all observations splits into the term of observation `i` and
the sum over the others. -/
theorem dotProduct_combine (x : n → ℝ) (i : n) (a : ℝ) (u : {j // j ≠ i} → ℝ) :
    x ⬝ᵥ combine i a u = x i * a + ∑ j : {j // j ≠ i}, x j * u j := by
  rw [dotProduct, ← Finset.add_sum_erase Finset.univ _ (Finset.mem_univ i),
    Finset.sum_subtype (p := fun j => j ≠ i) (Finset.univ.erase i) (by simp)]
  congr 1
  · simp [combine]
  · refine Finset.sum_congr rfl fun j _ => ?_
    simp [combine, j.2]

/-- A linear combination that leaves out observation `i` has the same variance whether it is
computed from `C` or from the block `B`. -/
theorem variance_without (C : Matrix n n ℝ) (i : n) (u : {j // j ≠ i} → ℝ) :
    combine i 0 u ⬝ᵥ C *ᵥ combine i 0 u = u ⬝ᵥ others C i *ᵥ u := by
  rw [dotProduct_comm, dotProduct_combine, mul_zero, zero_add, dotProduct_comm u]
  simp only [dotProduct]
  refine Finset.sum_congr rfl fun j _ => ?_
  have h : (C *ᵥ combine i 0 u) j = C j i * 0 + ∑ k : {k // k ≠ i}, C j k * u k :=
    dotProduct_combine (C j) i 0 u
  rw [h, mul_zero, zero_add]
  rfl

/-- If `C` is positive definite, every nonzero linear combination of the observations other
than `i` has positive variance. -/
theorem others_pos {C : Matrix n n ℝ} (hC : C.PosDef) (i : n) {u : {j // j ≠ i} → ℝ}
    (hu : u ≠ 0) : 0 < u ⬝ᵥ others C i *ᵥ u := by
  have hx : combine i 0 u ≠ 0 := by
    intro h
    apply hu
    funext j
    have hj := congrFun h j
    simpa [combine, j.2] using hj
  have p := hC.dotProduct_mulVec_pos hx
  rwa [star_trivial, variance_without] at p

/-- For positive definite `C` the prediction weights solve the normal equations `B w = c`. -/
theorem normal_equations {C : Matrix n n ℝ} (hC : C.PosDef) (i : n) :
    others C i *ᵥ weights C i = cross C i := by
  -- a null vector of `B` would be a combination of zero variance
  have hdet : IsUnit (others C i).det := by
    rw [isUnit_iff_ne_zero]
    intro h
    obtain ⟨u, hu, h0⟩ := Matrix.exists_mulVec_eq_zero_iff.mpr h
    have p := others_pos hC i hu
    rw [h0, dotProduct_zero] at p
    exact lt_irrefl _ p
  rw [weights, Matrix.mulVec_mulVec, Matrix.mul_nonsing_inv _ hdet, Matrix.one_mulVec]

/-- For positive definite `C`, the error of the prediction with weights `B⁻¹ c` is uncorrelated
with every other observation, and its covariance with observation `i` is the leave-one-out
variance. -/
theorem error_covariance {C : Matrix n n ℝ} (hC : C.PosDef) (i : n) :
    C *ᵥ combine i 1 (-weights C i) = Pi.single i (looVariance C i) := by
  funext k
  have h : (C *ᵥ combine i 1 (-weights C i)) k
      = C k i * 1 + ∑ j : {j // j ≠ i}, C k j * (-weights C i) j :=
    dotProduct_combine (C k) i 1 _
  rw [h]
  simp only [Pi.neg_apply, mul_neg, Finset.sum_neg_distrib]
  by_cases hk : k = i
  · subst hk
    rw [Pi.single_eq_same]
    simp only [looVariance, weights, dotProduct, cross]
    ring
  · rw [Pi.single_eq_of_ne hk]
    -- row `k` of the normal equations
    have hn : ∑ j : {j // j ≠ i}, C k j * weights C i j = C i k :=
      congrFun (normal_equations hC i) ⟨k, hk⟩
    have hs : C k i = C i k := by simpa using hC.isHermitian.apply i k
    rw [hn, hs]
    ring

/-- For jointly Gaussian observations with positive definite covariance matrix `C`, the conditional
variance of observation `i` given all the others is the reciprocal of the `i`-th diagonal entry of
`C⁻¹`, which is positive. -/
theorem looVariance_eq_one_div {C : Matrix n n ℝ} (hC : C.PosDef) (i : n) :
    0 < C⁻¹ i i ∧ looVariance C i = 1 / C⁻¹ i i := by
  have hv : combine i 1 (-weights C i) ≠ 0 := by
    intro h
    have hi := congrFun h i
    simp [combine] at hi
  have hL : 0 < looVariance C i := by
    have p := hC.dotProduct_mulVec_pos hv
    rw [star_trivial, error_covariance hC, dotProduct_single] at p
    simpa [combine] using p
  -- apply `C⁻¹` to the error covariance and read off component `i`
  have h : (C⁻¹ *ᵥ (C *ᵥ combine i 1 (-weights C i))) i = 1 := by
    rw [Matrix.mulVec_mulVec, Matrix.nonsing_inv_mul _ hC.det_pos.ne'.isUnit,
      Matrix.one_mulVec]
    simp [combine]
  rw [error_covariance hC] at h
  change (fun j => C⁻¹ i j) ⬝ᵥ Pi.single i (looVariance C i) = 1 at h
  rw [dotProduct_single] at h
  have hP : 0 < C⁻¹ i i := by
    by_contra hn
    have hn' : C⁻¹ i i ≤ 0 := not_lt.mp hn
    nlinarith [mul_nonneg (neg_nonneg.2 hn') hL.le]
  exact ⟨hP, eq_div_of_mul_eq hP.ne' (by linarith)⟩

/-- For centred observations with positive definite covariance matrix `C`, the mean squared error of
any linear prediction of observation `i` from the others is the leave-one-out variance plus a
quadratic form in the deviation from the weights `B⁻¹ c`. -/
theorem predictionError_eq {C : Matrix n n ℝ} (hC : C.PosDef) (i : n)
    (w : {j // j ≠ i} → ℝ) :
    predictionError C i w = looVariance C i
      + (w - weights C i) ⬝ᵥ others C i *ᵥ (w - weights C i) := by
  have hv : combine i 1 (-w)
      = combine i 1 (-weights C i) - combine i 0 (w - weights C i) := by
    funext k
    by_cases h : k = i
    · simp [combine, h]
    · simp only [combine, h, Pi.sub_apply, Pi.neg_apply, ↓reduceDIte]
      ring
  have hT : Cᵀ = C :=
    (Matrix.conjTranspose_eq_transpose_of_trivial C).symm.trans hC.isHermitian.eq
  have hsym : ∀ x y : n → ℝ, x ⬝ᵥ C *ᵥ y = y ⬝ᵥ C *ᵥ x := by
    intro x y
    rw [Matrix.dotProduct_mulVec, ← Matrix.mulVec_transpose, hT, dotProduct_comm]
  -- the mixed terms vanish because the deviation has no component at `i`
  rw [predictionError, hv, Matrix.mulVec_sub, dotProduct_sub, sub_dotProduct, sub_dotProduct,
    hsym (combine i 1 (-weights C i)) (combine i 0 (w - weights C i)),
    variance_without, error_covariance hC, dotProduct_single, dotProduct_single]
  simp [combine]
  ring

/-- For centred observations with positive definite covariance matrix `C`, the leave-one-out
variance is the least mean squared error of a linear prediction of observation `i` from the others,
attained only by the weights `B⁻¹ c`. -/
theorem looVariance_optimal {C : Matrix n n ℝ} (hC : C.PosDef) (i : n)
    (w : {j // j ≠ i} → ℝ) :
    looVariance C i ≤ predictionError C i w ∧
      (looVariance C i = predictionError C i w ↔ w = weights C i) := by
  rw [predictionError_eq hC]
  by_cases h : w = weights C i
  · simp [h]
  · have p := others_pos hC i (sub_ne_zero.mpr h)
    exact ⟨by linarith, fun e => by linarith, fun e => absurd e h⟩

/-- For jointly Gaussian observations with positive definite covariance matrix `C`, conditioning on
the other observations never raises the variance of observation `i`, and leaves it unchanged exactly
when all cross-covariances vanish. -/
theorem looVariance_le_variance {C : Matrix n n ℝ} (hC : C.PosDef) (i : n) :
    looVariance C i ≤ C i i ∧ (looVariance C i = C i i ↔ cross C i = 0) := by
  -- predicting with zero weights leaves the full variance as error
  have h0 : predictionError C i 0 = C i i := by
    have h : (C *ᵥ combine i 1 (-0)) i
        = C i i * 1 + ∑ j : {j // j ≠ i}, C i j * (-0 : {j // j ≠ i} → ℝ) j :=
      dotProduct_combine (C i) i 1 _
    rw [predictionError, dotProduct_comm, dotProduct_combine, h]
    simp
  have hopt := looVariance_optimal hC i 0
  rw [h0] at hopt
  refine ⟨hopt.1, hopt.2.trans ⟨fun h => ?_, fun h => ?_⟩⟩
  · rw [← normal_equations hC i, ← h, Matrix.mulVec_zero]
  · rw [weights, h, Matrix.mulVec_zero]

end

end LeaveOneOutVariance
```

```lean
#print axioms LeaveOneOutVariance.looVariance_eq_one_div
-- 'LeaveOneOutVariance.looVariance_eq_one_div' depends on axioms: [propext, Classical.choice, Quot.sound]
#print axioms LeaveOneOutVariance.looVariance_le_variance
-- 'LeaveOneOutVariance.looVariance_le_variance' depends on axioms: [propext, Classical.choice, Quot.sound]
```

## From the split sum to the reciprocal

`dotProduct_combine` separates the term at `i` from a sum over all observations. With it, `variance_without` identifies $x^TCx$ with $u^TBu$, and `others_pos` gives positivity of the block. In `normal_equations`, a zero determinant would supply a nonzero null vector of $B$, contradicting that positivity.

`error_covariance` is the equation $Cv=s\,e_i$, where `Pi.single i` places $s$ at `i`. Its case split on `k = i` treats the two kinds of row computed above; symmetry of $C$ is used in the rows with $k\ne i$. The main theorem then multiplies by `C⁻¹` and reads component `i`.

`predictionError_eq` completes the square, using symmetry to combine the mixed terms. `looVariance_optimal` adds positivity of $B$, and `looVariance_le_variance` sets the weights to zero.

## One factorisation for all training energies

Take a simple Gaussian process potential, fitted to electronic-structure energies alone by full regression without a sparse approximation. With the kernel and a common noise level held fixed, $C=K+\sigma^2I$. Here $K$ is the kernel matrix, and $\sigma^2>0$ is the variance of the noise in the reference energies, which this model assumes to be Gaussian and independent from one energy to the next. One Cholesky factorisation $C=LL^T$ gives every diagonal entry,

$$(C^{-1})_{ii}=\sum_k (L^{-1})_{ki}^2 ,$$

and its reciprocal is the variance of the noisy energy $i$ predicted from the others. Subtracting $\sigma^2$ leaves the variance of the underlying noise-free energy. If the kernel parameters are refitted after each omission, $C$ itself changes and the single inverse no longer suffices.

For two energies of unit variance and correlation $\rho$, the leave-one-out variance is $1-\rho^2$. As $|\rho|\to1$, which is possible only if the noise vanishes too, it tends to zero, while the diagonal entries of $C^{-1}$ diverge. At fixed $\sigma^2$ the leave-one-out variance never falls below $\sigma^2$.
